# Empty-band plaquettes are the complex conjugates of occupied ones for unitary frames with nonzero occupied overlaps

A band-structure code diagonalises a Bloch Hamiltonian on a periodic two-dimensional k-grid and keeps all the eigenvectors. The Berry flux of the occupied bands through each grid cell comes from overlaps between neighbouring k-points. The same routine can be run on the empty bands. How should the two results be related, cell by cell, on the grid as it stands?

## Conjugate fluxes and the Chern-number sum

Let S(k) be a unitary matrix at each grid point, with its columns split into an occupied block O(k) and an empty block E(k). Write x = (1,0) and y = (0,1) for the two grid steps, and let d be either of them. The occupied overlap and link are

a(k,d) = det(O(k)† O(k+d)),
U_o(k,d) = a(k,d) / |a(k,d)|.

The plaquette is the oriented product around one cell:

P_o(k) = U_o(k,x) · U_o(k+x,y) · conj U_o(k+y,x) · conj U_o(k,y).

U_e and P_e are built in the same way from E. If every a(k,d) is nonzero, then every empty overlap is nonzero, all plaquettes have modulus 1, and

P_e(k) = conj P_o(k).

Define the lattice Chern number C as the sum of arg P(k) over the grid, divided by 2π, with arg in (−π, π]. Then C_o and C_e are integers, and

C_o + C_e = number of cells with P_o(k) = −1.

If there are no such cells, the two Chern numbers are opposite.

## Use in a tight-binding code

For a non-interacting model with a finite orthonormal orbital basis, the identity gives a test of a Chern-number routine: run it on both band sets and compare the plaquettes. It also allows the occupied flux to be computed from the empty bands when these are fewer: the determinants are smaller, and the resulting plaquettes are then conjugated.

The empty set must complete the basis. A plane-wave calculation that stores only some of the empty bands does not meet this condition.

Comparing plaquettes is safer than comparing Chern numbers when a plaquette lies close to −1, because rounding can then move its argument from one end of the branch to the other.

## From a unitary block matrix to the flux

Take neighbouring frames S = S(k) and T = S(k+d), and put W = S†T. It is unitary, with blocks

W = [A B; C D],

where A = O(k)†O(k+d) and D = E(k)†E(k+d). The second block column of WW† = 1 reads

AC† + BD† = 0,
CC† + DD† = 1.

Therefore

W · [1 C†; 0 D†] = [A 0; C 1].

Taking determinants on both sides gives

det A = det W · conj(det D).

Write s(k) = det S(k), which has modulus 1. Since det W = conj(s(k)) · s(k+d), the occupied and empty overlaps have equal moduli. One vanishes exactly when the other does, and dividing by the common modulus gives

U_o(k,d) = conj(s(k)) · s(k+d) · conj U_e(k,d).

Label the corners k, k+x, k+x+y, k+y as 1, 2, 3, 4. The frame determinants enter P_o(k) as

(conj s₁ · s₂)(conj s₂ · s₃)(s₄ · conj s₃)(s₁ · conj s₄) = |s₁|²|s₂|²|s₃|²|s₄|² = 1.

What remains is P_o(k) = conj P_e(k).

For the Chern number, multiply all plaquettes on the periodic grid. Each link occurs once as itself and once conjugated, so the product is 1. Hence exp(i Σ arg P) = 1, and Σ arg P is an integer multiple of 2π.

Finally, for a phase z, arg z + arg(conj z) is 0 unless z = −1. In that case both arguments are π and they add to 2π. Summing over cells and dividing by 2π gives the count stated above.

## Lean source

```lean
import Mathlib

open Matrix

namespace PlaquetteFluxComplement

noncomputable section

variable {n p o e : Type*} [Fintype n] [Fintype p] [DecidableEq p]
  [Fintype o] [DecidableEq o] [Fintype e] [DecidableEq e] {N M : ℕ}

/-- Determinant of the overlap matrix between the columns of the frames `S` and `T`
selected by `c`. -/
def overlap (c : p → n) (S T : Matrix n n ℂ) : ℂ :=
  ((S.submatrix id c)ᴴ * T.submatrix id c).det

/-- The selected bands have nonzero overlap determinants between all neighbouring grid points. -/
def Resolved (c : p → n) (S : ZMod N × ZMod M → Matrix n n ℂ) : Prop :=
  ∀ k, overlap c (S k) (S (k + (1, 0))) ≠ 0 ∧ overlap c (S k) (S (k + (0, 1))) ≠ 0

/-- Link variable from `k` to `k + d`: the overlap determinant divided by its modulus. -/
def linkPhase (c : p → n) (S : ZMod N × ZMod M → Matrix n n ℂ) (d k : ZMod N × ZMod M) : ℂ :=
  overlap c (S k) (S (k + d)) / ((‖overlap c (S k) (S (k + d))‖ : ℝ) : ℂ)

/-- Oriented product of the four link variables around the elementary cell at `k`. -/
def plaquette (c : p → n) (S : ZMod N × ZMod M → Matrix n n ℂ) (k : ZMod N × ZMod M) : ℂ :=
  linkPhase c S (1, 0) k * linkPhase c S (0, 1) (k + (1, 0)) *
    star (linkPhase c S (1, 0) (k + (0, 1))) * star (linkPhase c S (0, 1) k)

/-- Lattice Chern number: the sum of the principal plaquette arguments divided by `2π`. -/
def latticeChern [NeZero N] [NeZero M] (c : p → n)
    (S : ZMod N × ZMod M → Matrix n n ℂ) : ℝ :=
  (∑ k, Complex.arg (plaquette c S k)) / (2 * Real.pi)

/-- In a unitary block matrix, the determinant of one diagonal block is the full determinant
times the complex conjugate of the determinant of the other diagonal block. -/
theorem det_block_of_unitary (A : Matrix o o ℂ) (B : Matrix o e ℂ) (C : Matrix e o ℂ)
    (D : Matrix e e ℂ) (hW : fromBlocks A B C D * (fromBlocks A B C D)ᴴ = 1) :
    A.det = (fromBlocks A B C D).det * star D.det := by
  rw [fromBlocks_conjTranspose, fromBlocks_multiply, ← fromBlocks_one, fromBlocks_inj] at hW
  obtain ⟨_, h12, _, h22⟩ := hW
  -- replace the second block column by that of the identity
  have h : fromBlocks A B C D * fromBlocks 1 Cᴴ 0 Dᴴ = fromBlocks A 0 C 1 := by
    rw [fromBlocks_multiply, h12, h22]
    simp
  have hd := congrArg det h
  rw [det_mul, det_fromBlocks_zero₂₁, det_fromBlocks_zero₁₂, det_conjTranspose] at hd
  simp only [det_one, one_mul, mul_one] at hd
  exact hd.symm

/-- The determinant of a unitary frame is a pure phase. -/
theorem star_det_mul_det {S : Matrix (o ⊕ e) (o ⊕ e) ℂ}
    (hS : S ∈ unitaryGroup (o ⊕ e) ℂ) : star S.det * S.det = 1 := by
  have h : Sᴴ * S = 1 := mem_unitaryGroup_iff'.mp hS
  have hd := congrArg det h
  rwa [det_mul, det_conjTranspose, det_one] at hd

/-- The occupied overlap determinant of two unitary frames is the conjugate of the empty one,
times the ratio of the frame determinants. -/
theorem overlap_occupied {S T : Matrix (o ⊕ e) (o ⊕ e) ℂ}
    (hS : S ∈ unitaryGroup (o ⊕ e) ℂ) (hT : T ∈ unitaryGroup (o ⊕ e) ℂ) :
    overlap Sum.inl S T = star S.det * T.det * star (overlap Sum.inr S T) := by
  have hS' : Sᴴ * S = 1 := mem_unitaryGroup_iff'.mp hS
  have hT' : T * Tᴴ = 1 := mem_unitaryGroup_iff.mp hT
  have hW : (Sᴴ * T) * (Sᴴ * T)ᴴ = 1 := by
    rw [conjTranspose_mul, conjTranspose_conjTranspose]
    calc Sᴴ * T * (Tᴴ * S) = Sᴴ * (T * Tᴴ) * S := by simp only [Matrix.mul_assoc]
      _ = 1 := by rw [hT', Matrix.mul_one, hS']
  have h := det_block_of_unitary (Sᴴ * T).toBlocks₁₁ (Sᴴ * T).toBlocks₁₂
    (Sᴴ * T).toBlocks₂₁ (Sᴴ * T).toBlocks₂₂ (by rw [fromBlocks_toBlocks]; exact hW)
  rw [fromBlocks_toBlocks, det_mul, det_conjTranspose] at h
  exact h

/-- For unitary frames, the occupied and empty link variables are conjugate up to the ratio of frame
determinants. -/
theorem linkPhase_occupied {S : ZMod N × ZMod M → Matrix (o ⊕ e) (o ⊕ e) ℂ}
    (hU : ∀ k, S k ∈ unitaryGroup (o ⊕ e) ℂ) (d k : ZMod N × ZMod M) :
    linkPhase Sum.inl S d k =
      star (S k).det * (S (k + d)).det * star (linkPhase Sum.inr S d k) := by
  have h := overlap_occupied (hU k) (hU (k + d))
  have hdet : ∀ q, ‖(S q).det‖ = 1 := fun q => by
    have h1 := congrArg norm (star_det_mul_det (hU q))
    rw [norm_mul, norm_star, norm_one] at h1
    nlinarith [norm_nonneg (S q).det]
  have hn : ‖overlap Sum.inl (S k) (S (k + d))‖ = ‖overlap Sum.inr (S k) (S (k + d))‖ := by
    rw [h, norm_mul, norm_mul, norm_star, norm_star, hdet, hdet, one_mul, one_mul]
  have hr : ∀ r : ℝ, star (r : ℂ) = (r : ℂ) := fun r => Complex.conj_ofReal r
  unfold linkPhase
  rw [hn, h, star_div₀, hr]
  ring

/-- If the selected bands have nonzero neighbouring overlaps, both link variables at each grid
point and the plaquette there have modulus one. -/
theorem norm_link_plaquette {c : p → n} {S : ZMod N × ZMod M → Matrix n n ℂ}
    (hS : Resolved c S) (k : ZMod N × ZMod M) :
    ‖linkPhase c S (1, 0) k‖ = 1 ∧ ‖linkPhase c S (0, 1) k‖ = 1 ∧ ‖plaquette c S k‖ = 1 := by
  have hx : ∀ q, ‖linkPhase c S (1, 0) q‖ = 1 := fun q => by
    rw [linkPhase, norm_div, Complex.norm_real, norm_norm,
      div_self (norm_ne_zero_iff.mpr (hS q).1)]
  have hy : ∀ q, ‖linkPhase c S (0, 1) q‖ = 1 := fun q => by
    rw [linkPhase, norm_div, Complex.norm_real, norm_norm,
      div_self (norm_ne_zero_iff.mpr (hS q).2)]
  refine ⟨hx k, hy k, ?_⟩
  simp only [plaquette, norm_mul, norm_star, hx, hy, mul_one]

/-- For unitary frames with nonzero neighbouring occupied overlaps, the empty overlaps are
nonzero too, and the occupied and empty plaquettes are complex conjugate phases. -/
theorem empty_plaquette_eq_conj {S : ZMod N × ZMod M → Matrix (o ⊕ e) (o ⊕ e) ℂ}
    (hU : ∀ k, S k ∈ unitaryGroup (o ⊕ e) ℂ) (hS : Resolved Sum.inl S) :
    Resolved Sum.inr S ∧ ∀ k, ‖plaquette Sum.inl S k‖ = 1 ∧
      plaquette Sum.inr S k = star (plaquette Sum.inl S k) := by
  refine ⟨fun k => ⟨fun h => (hS k).1 ?_, fun h => (hS k).2 ?_⟩,
    fun k => ⟨(norm_link_plaquette hS k).2.2, ?_⟩⟩
  · rw [overlap_occupied (hU _) (hU _), h, star_zero, mul_zero]
  · rw [overlap_occupied (hU _) (hU _), h, star_zero, mul_zero]
  -- each frame determinant meets its own conjugate around the cell
  have key : ∀ a b c d u v w x : ℂ, star a * a = 1 → star b * b = 1 → star c * c = 1 →
      star d * d = 1 → (star a * b * star u) * (star b * c * star v) *
        star (star d * c * star w) * star (star a * d * star x) =
          star (u * v * star w * star x) := by
    intro a b c d u v w x ha hb hc hd
    simp only [star_mul', star_star]
    linear_combination (star u * star v * w * x) *
      ((star b * b) * (star c * c) * (star d * d) * ha +
        (star c * c) * (star d * d) * hb + (star d * d) * hc + hd)
  have h : plaquette Sum.inl S k = star (plaquette Sum.inr S k) := by
    simp only [plaquette, linkPhase_occupied hU]
    rw [add_right_comm k (0, 1) (1, 0)]
    exact key _ _ _ _ _ _ _ _ (star_det_mul_det (hU _)) (star_det_mul_det (hU _))
      (star_det_mul_det (hU _)) (star_det_mul_det (hU _))
  rw [h, star_star]

/-- The lattice Chern number of bands with nonzero neighbouring overlaps is an integer. -/
theorem latticeChern_integer [NeZero N] [NeZero M] {c : p → n}
    {S : ZMod N × ZMod M → Matrix n n ℂ} (hS : Resolved c S) :
    ∃ m : ℤ, latticeChern c S = m := by
  have unit : ∀ u : ℂ, ‖u‖ = 1 → u * star u = 1 := fun u h =>
    (Complex.mul_conj u).trans (by rw [Complex.normSq_eq_norm_sq, h]; norm_num)
  -- every link is traversed once in each direction
  have hprod : ∏ k, plaquette c S k = 1 := by
    have h1 : ∏ k, linkPhase c S (0, 1) (k + (1, 0)) = ∏ k, linkPhase c S (0, 1) k :=
      Equiv.prod_comp (Equiv.addRight ((1, 0) : ZMod N × ZMod M)) (linkPhase c S (0, 1))
    have h2 : ∏ k, star (linkPhase c S (1, 0) (k + (0, 1))) =
        ∏ k, star (linkPhase c S (1, 0) k) :=
      Equiv.prod_comp (Equiv.addRight ((0, 1) : ZMod N × ZMod M))
        (fun k => star (linkPhase c S (1, 0) k))
    have ha : (∏ k, linkPhase c S (1, 0) k) * ∏ k, star (linkPhase c S (1, 0) k) = 1 := by
      rw [← Finset.prod_mul_distrib]
      exact Finset.prod_eq_one fun k _ => unit _ (norm_link_plaquette hS k).1
    have hb : (∏ k, linkPhase c S (0, 1) k) * ∏ k, star (linkPhase c S (0, 1) k) = 1 := by
      rw [← Finset.prod_mul_distrib]
      exact Finset.prod_eq_one fun k _ => unit _ (norm_link_plaquette hS k).2.1
    simp only [plaquette, Finset.prod_mul_distrib]
    rw [h1, h2]
    linear_combination ((∏ k, linkPhase c S (0, 1) k) *
      ∏ k, star (linkPhase c S (0, 1) k)) * ha + hb
  have hexp : Complex.exp (((∑ k, Complex.arg (plaquette c S k) : ℝ) : ℂ) * Complex.I) = 1 := by
    rw [Complex.ofReal_sum, Finset.sum_mul, Complex.exp_sum]
    refine Eq.trans (Finset.prod_congr rfl fun k _ => ?_) hprod
    have h := Complex.norm_mul_exp_arg_mul_I (plaquette c S k)
    rw [(norm_link_plaquette hS k).2.2, Complex.ofReal_one, one_mul] at h
    exact h
  obtain ⟨m, hm⟩ := Complex.exp_eq_one_iff.mp hexp
  have h : ((∑ k, Complex.arg (plaquette c S k) : ℝ) : ℂ) = (m : ℂ) * (2 * (Real.pi : ℂ)) :=
    mul_right_cancel₀ Complex.I_ne_zero (by rw [hm]; ring)
  have h' : ∑ k, Complex.arg (plaquette c S k) = (m : ℝ) * (2 * Real.pi) := by
    exact_mod_cast h
  refine ⟨m, ?_⟩
  rw [latticeChern, h', mul_div_assoc, div_self (by positivity), mul_one]

/-- A phase and its conjugate have opposite principal arguments, except that for `-1` the
two arguments add up to `2π`. -/
theorem arg_add_arg_star {z : ℂ} (hz : ‖z‖ = 1) :
    Complex.arg z + Complex.arg (star z) = if z = -1 then 2 * Real.pi else 0 := by
  have hs : Complex.arg (star z) = if Complex.arg z = Real.pi then Real.pi
      else -Complex.arg z := Complex.arg_conj z
  have hiff : Complex.arg z = Real.pi ↔ z = -1 := by
    refine ⟨fun h => ?_, fun h => by rw [h, Complex.arg_neg_one]⟩
    have h1 := Complex.norm_mul_exp_arg_mul_I z
    rw [hz, h, Complex.exp_pi_mul_I, Complex.ofReal_one, one_mul] at h1
    exact h1.symm
  by_cases h : z = -1
  · rw [hs, if_pos (hiff.mpr h), if_pos h, hiff.mpr h]
    ring
  · rw [hs, if_neg (mt hiff.mp h), if_neg h]
    ring

/-- For unitary frames with nonzero neighbouring occupied overlaps, the occupied and empty lattice
Chern numbers are integers whose sum is the number of occupied plaquettes equal to `-1`. -/
theorem chern_occupied_add_empty [NeZero N] [NeZero M]
    {S : ZMod N × ZMod M → Matrix (o ⊕ e) (o ⊕ e) ℂ}
    (hU : ∀ k, S k ∈ unitaryGroup (o ⊕ e) ℂ) (hS : Resolved Sum.inl S) :
    ∃ a b : ℤ, latticeChern Sum.inl S = a ∧ latticeChern Sum.inr S = b ∧
      a + b = ((Finset.univ.filter fun k => plaquette Sum.inl S k = -1).card : ℤ) := by
  obtain ⟨hE, hP⟩ := empty_plaquette_eq_conj hU hS
  obtain ⟨a, ha⟩ := latticeChern_integer hS
  obtain ⟨b, hb⟩ := latticeChern_integer hE
  refine ⟨a, b, ha, hb, ?_⟩
  have hsum : latticeChern Sum.inl S + latticeChern Sum.inr S =
      ((Finset.univ.filter fun k => plaquette Sum.inl S k = -1).card : ℝ) := by
    unfold latticeChern
    rw [← add_div, ← Finset.sum_add_distrib, Finset.sum_congr rfl fun k _ => by
      rw [(hP k).2, arg_add_arg_star (hP k).1], ← Finset.sum_filter, Finset.sum_const,
      nsmul_eq_mul, mul_div_assoc, div_self (by positivity), mul_one]
  rw [ha, hb] at hsum
  exact_mod_cast hsum

/-- For unitary frames with nonzero neighbouring occupied overlaps, if no occupied plaquette equals
`-1`, the occupied and empty bands have opposite integer lattice Chern numbers. -/
theorem chern_empty_eq_neg [NeZero N] [NeZero M]
    {S : ZMod N × ZMod M → Matrix (o ⊕ e) (o ⊕ e) ℂ}
    (hU : ∀ k, S k ∈ unitaryGroup (o ⊕ e) ℂ) (hS : Resolved Sum.inl S)
    (hne : ∀ k, plaquette Sum.inl S k ≠ -1) :
    ∃ m : ℤ, latticeChern Sum.inl S = m ∧ latticeChern Sum.inr S = -m := by
  obtain ⟨a, b, ha, hb, hab⟩ := chern_occupied_add_empty hU hS
  rw [Finset.filter_false_of_mem fun k _ => hne k, Finset.card_empty] at hab
  have h : b = -a := by
    push_cast at hab
    omega
  exact ⟨a, ha, by rw [hb, h]; push_cast; ring⟩

end

end PlaquetteFluxComplement
```

```lean
#print axioms PlaquetteFluxComplement.empty_plaquette_eq_conj
-- 'PlaquetteFluxComplement.empty_plaquette_eq_conj' depends on axioms: [propext, Classical.choice, Quot.sound]
#print axioms PlaquetteFluxComplement.chern_empty_eq_neg
-- 'PlaquetteFluxComplement.chern_empty_eq_neg' depends on axioms: [propext, Classical.choice, Quot.sound]
```

## How the code represents bands and grid

The grid is `ZMod N × ZMod M`, so adding `(1, 0)` or `(0, 1)` wraps around at the boundary. The frame reached by wrapping is the stored frame itself. If the Bloch convention attaches a phase matrix to a reciprocal-lattice shift, converting the eigenvectors to a periodic convention puts them in this form. This conversion can change the flux through individual cells.

Rows and columns are indexed by `o ⊕ e`. `Sum.inl` selects the occupied columns and `Sum.inr` the empty ones. Membership in `unitaryGroup` says that the columns form a complete orthonormal basis. No Hamiltonian or energy ordering appears, so "occupied" is simply the name of one block.

`Resolved c S` says that the overlap determinants of the selected bands are nonzero for every neighbouring pair. Physically, no state in the selected space at one point is orthogonal to the whole selected space at the next. This is assumed for the occupied bands and derived for the empty ones.

The sign convention follows from the overlap order and the orientation of the cell. With the Berry connection defined as i⟨u|∂u⟩, the plaquette argument on a fine grid approximates minus the Berry flux through the cell.

## What the theorems establish, and how

`det_block_of_unitary` carries out the block multiplication, and `overlap_occupied` applies it to `Sᴴ * T`. `linkPhase_occupied` then equates the moduli and divides by them. In `empty_plaquette_eq_conj`, the local statement `key` is the cancellation around the four corners; `linear_combination` uses the four relations `star a * a = 1` and their analogues to check it.

`latticeChern_integer` needs no unitarity and holds for any selection of columns that satisfies `Resolved`. Its proof shifts the index of the grid product with `Equiv.prod_comp`, pairs each link with its conjugate, and uses the fact that exp equals 1 only at integer multiples of 2πi. `arg_add_arg_star` handles the branch cut. `chern_occupied_add_empty` sums it over the cells, and `chern_empty_eq_neg` is the case in which the count is zero.

The Chern-number theorems require N and M to be nonzero, and grids as small as 1 × 1 are allowed. The arithmetic is exact, so rounding is not covered. Nor do the theorems compare the lattice integer with the Chern number of a continuous band structure; a coarse grid may give a different integer.

Unitarity matters for the very first conclusion. Take a 2 × 1 grid with one occupied and one empty column. Let the occupied column be (1, 0) at both points, and let the empty column be (1, 1)/√2 at the first point and (1, −1)/√2 at the second. Each frame is invertible with normalised columns, but the columns are not orthogonal. All occupied overlaps equal 1, yet the empty overlap between the two points is (1 − 1)/2 = 0, and the empty link has no phase. Coefficient vectors from a non-orthogonal orbital basis can violate the hypothesis in the same way. Expressing the same orthonormal states in an orthonormal orbital basis restores it.
